# Singlet and triplet kernels of a local spin-density energy

Let $e(a,b)$ be an energy per volume depending on the up-spin density $a$ and the down-spin density $b$, twice continuously differentiable near the unpolarised point $(n/2,n/2)$ of total density $n$ and symmetric under $a\leftrightarrow b$ there. Its curvature in the total density $a+b$ at zero magnetisation (the singlet kernel) is $(e_{aa}+e_{ab})/2$, and its curvature in the magnetisation $a-b$ at fixed total density (the triplet kernel) is $(e_{aa}-e_{ab})/2$, where subscripts denote partial derivatives taken at that point. The two agree exactly when $e_{ab}=0$. For $e=g(a)+g(b)$ both equal $g''(n/2)/2$, and adding $c\,(a-b)^2$ with a constant $c$ leaves the singlet kernel alone and raises the triplet kernel by $2c$.

## Physical setting

A local spin-density functional integrates $e(a,b)$ over space, with $a$ and $b$ evaluated point by point. The total density is $a+b$ and the magnetisation is $m=a-b$, so that at total density $n$ one has $a=(n+m)/2$ and $b=(n-m)/2$. A spin-unpolarised reference can be perturbed by changing both spin densities equally, which moves the total density, called $s$ while it varies, or by changing them oppositely, which moves $m$ at fixed $n$. The two kernels are

$$f_S=\frac{d^2}{ds^2}\,e\!\left(\tfrac s2,\tfrac s2\right)\Big|_{s=n},\qquad f_T=\frac{d^2}{dm^2}\,e\!\left(\tfrac{n+m}2,\tfrac{n-m}2\right)\Big|_{m=0}.$$

When $e$ is the exchange-correlation energy density of a local spin-density functional, $f_S$ and $f_T$ are the exchange-correlation coefficients that enter the singlet and triplet excitations of a closed-shell system in adiabatic linear response. Local exchange has the separable form $g(a)+g(b)$, so in such a functional a difference between the two kernels comes from a term that couples the spins. This link to response theory is physical background that Lean does not check, since the theorems concern only the function $e$ of two real numbers.

## Statement

All partial derivatives are taken at $(n/2,n/2)$, where $e$ is $C^2$.

1. With no symmetry assumed, $f_S=(e_{aa}+2e_{ab}+e_{bb})/4$ and $f_T=(e_{aa}-2e_{ab}+e_{bb})/4$ (`kernels_general`).
2. If $e(b,a)=e(a,b)$ near the point, then $f_S=(e_{aa}+e_{ab})/2$ and $f_T=(e_{aa}-e_{ab})/2$ (`kernels_symmetric`).
3. With no symmetry assumed, $f_S=f_T$ if and only if $e_{ab}=0$ (`kernels_eq_iff`).
4. If $e=g(a)+g(b)$ with $g$ a function of one variable that is $C^2$ at $n/2$, then $f_S=f_T=g''(n/2)/2$ (`kernels_separable`).
5. For any real $c$, and again with no symmetry assumed, replacing $e$ by $e+c\,(a-b)^2$ keeps $f_S$ and turns $f_T$ into $f_T+2c$ (`kernels_addSpinPenalty`). For $c=1$ the triplet kernel rises by $2$.

## Derivation

Take a line in the plane of spin densities through a base point $(a,b)$ with direction $(x,y)$ and parameter $t$, and set $\varphi(t)=e(a+tx,\,b+ty)$. Let $q=(a+t_0x,\,b+t_0y)$ be the point reached at $t=t_0$, with $e$ of class $C^2$ near $q$. For $t$ near $t_0$ the chain rule gives

$$\varphi'(t)=x\,e_a(a+tx,b+ty)+y\,e_b(a+tx,b+ty).$$

Applying it again to $e_a$ and $e_b$ gives $\varphi''(t_0)=x^2e_{aa}+xy\,e_{ab}+xy\,e_{ba}+y^2e_{bb}$ at $q$. The mixed partial derivatives of a $C^2$ function are equal, so

$$\varphi''(t_0)=x^2e_{aa}(q)+2xy\,e_{ab}(q)+y^2e_{bb}(q).$$

The singlet line $(s/2,s/2)$ has base point $(0,0)$, direction $(\tfrac12,\tfrac12)$ and $t_0=n$. The triplet line has base point $(n/2,n/2)$, direction $(\tfrac12,-\tfrac12)$ and $t_0=0$. Both give $q=(n/2,n/2)$ and $x^2=y^2=\tfrac14$, while $2xy=+\tfrac12$ on the first and $-\tfrac12$ on the second. Hence

$$f_S=\tfrac14\,(e_{aa}+2e_{ab}+e_{bb}),\qquad f_T=\tfrac14\,(e_{aa}-2e_{ab}+e_{bb}).$$

Subtracting, $f_S-f_T=e_{ab}$, which gives item 3.

Now let $e$ be symmetric near $(r,r)$ with $r=n/2$. Then $e(r,\,r+t)=e(r+t,\,r)$ for small $t$. The left side is the line with direction $(0,1)$, whose second derivative at $t=0$ is $e_{bb}$; the right side has direction $(1,0)$ and second derivative $e_{aa}$. Therefore $e_{bb}=e_{aa}$, and $\tfrac14(2e_{aa}\pm2e_{ab})=\tfrac12(e_{aa}\pm e_{ab})$ gives item 2.

For $e=g(a)+g(b)$ the singlet line carries $g(s/2)+g(s/2)$. Each derivative in $s$ brings a factor $\tfrac12$, so $f_S=\tfrac14g''(n/2)+\tfrac14g''(n/2)=\tfrac12g''(n/2)$. The triplet line carries $g(n/2+m/2)+g(n/2-m/2)$, with factors $(\tfrac12)^2$ and $(-\tfrac12)^2$, and $f_T$ has the same value.

For the added term, $a-b=0$ on the singlet line, so the restricted function and $f_S$ are unchanged. On the triplet line $a-b=m$, the term is $c\,m^2$, its first derivative is $2cm$ and its second is $2c$. Two energy densities that coincide at every unpolarised density can thus have different triplet kernels.

## What the formal version assumes

The energy density is a function `e : ℝ × ℝ → ℝ` of a pair whose first component is $a$ and whose second is $b$. `singletKernel e n` and `tripletKernel e n` are $f_S$ and $f_T$, each written as `deriv` applied twice to the restricted one-variable function. This fixes the normalisation: derivatives are taken with respect to $s=a+b$ and $m=a-b$, which is the origin of the factor $\tfrac12$ in item 2. A convention that defines the kernels as $e_{aa}\pm e_{ab}$ has values twice as large.

`hess e p u v` is the second Fréchet derivative `fderiv ℝ (fderiv ℝ e) p u v`, the bilinear form of second derivatives at a point $p$ evaluated on directions $u$ and $v$. `eaa`, `eab` and `ebb` are its values on the unit vectors `(1, 0)` and `(0, 1)`; `eab` takes $u=(1,0)$ and $v=(0,1)$. `separable g` is $g(a)+g(b)$ and `addSpinPenalty e c` is $e+c\,(a-b)^2$.

Smoothness is `ContDiffAt ℝ 2 e (n / 2, n / 2)`, which says that $e$ is $C^2$ on some neighbourhood of the point. Lean's `deriv` and `fderiv` return zero where a function is not differentiable, and this hypothesis makes the kernels and partial derivatives true derivatives. Spin symmetry is `∀ᶠ q in 𝓝 (n / 2, n / 2), e q.swap = e q`, an equality on some neighbourhood. It is assumed, with no derivation from invariance under reversal of the spins, and among the five items only `kernels_symmetric` needs it.

The number $n$ is any real, with no positivity condition. The function $e$ is defined on the whole plane, but only its values near $(n/2,n/2)$ matter, so for $n>0$ its values at negative densities are arbitrary. A term such as $a^{4/3}$ is not $C^2$ at $a=0$, so the theorems are silent about it at $n=0$. The model has no position variable, no integral over space, no density gradients or kinetic-energy densities, no Hartree term, no frequency dependence and no non-collinear spin, and the reference point is unpolarised. No particular published functional appears.

## The Lean file

```lean
import Mathlib

open Filter Topology

namespace SpinKernels

noncomputable section

variable {E : Type*} [NormedAddCommGroup E] [NormedSpace ℝ E]

/-- The Hessian of `e` at `p`, evaluated on the directions `u` and `v`. -/
def hess (e : E → ℝ) (p u v : E) : ℝ := fderiv ℝ (fderiv ℝ e) p u v

/-- The second partial derivative `e_aa` with respect to the up-spin density. -/
def eaa (e : ℝ × ℝ → ℝ) (p : ℝ × ℝ) : ℝ := hess e p (1, 0) (1, 0)

/-- The mixed second partial derivative `e_ab`. -/
def eab (e : ℝ × ℝ → ℝ) (p : ℝ × ℝ) : ℝ := hess e p (1, 0) (0, 1)

/-- The second partial derivative `e_bb` with respect to the down-spin density. -/
def ebb (e : ℝ × ℝ → ℝ) (p : ℝ × ℝ) : ℝ := hess e p (0, 1) (0, 1)

/-- Singlet kernel: second derivative of `e(s/2, s/2)` in the total density `s` at `s = n`. -/
def singletKernel (e : ℝ × ℝ → ℝ) (n : ℝ) : ℝ :=
  deriv (deriv fun s : ℝ => e (s / 2, s / 2)) n

/-- Triplet kernel: second derivative of `e((n+m)/2, (n-m)/2)` in the magnetisation `m`
at `m = 0`. -/
def tripletKernel (e : ℝ × ℝ → ℝ) (n : ℝ) : ℝ :=
  deriv (deriv fun m : ℝ => e ((n + m) / 2, (n - m) / 2)) 0

/-- The spin-separable energy density `g(a) + g(b)`. -/
def separable (g : ℝ → ℝ) : ℝ × ℝ → ℝ := fun q => g q.1 + g q.2

/-- The energy density `e(a, b) + c (a - b)²`. -/
def addSpinPenalty (e : ℝ × ℝ → ℝ) (c : ℝ) : ℝ × ℝ → ℝ := fun q => e q + c * (q.1 - q.2) ^ 2

/-- The second derivative of a `C²` function along the line `p + t v` is the Hessian
evaluated on `(v, v)`. -/
theorem secondDeriv_line (e : E → ℝ) (p v : E) (t₀ : ℝ)
    (he : ContDiffAt ℝ 2 e (p + t₀ • v)) :
    deriv (deriv fun t : ℝ => e (p + t • v)) t₀ = hess e (p + t₀ • v) v v := by
  have hl : ∀ t : ℝ, HasDerivAt (fun t : ℝ => p + t • v) v t := fun t => by
    simpa using ((hasDerivAt_id t).smul_const v).const_add p
  have hc : Tendsto (fun t : ℝ => p + t • v) (𝓝 t₀) (𝓝 (p + t₀ • v)) := (hl t₀).continuousAt
  have hev : ∀ᶠ t in 𝓝 t₀, ContDiffAt ℝ 2 e (p + t • v) :=
    hc.eventually (he.eventually (by simp))
  -- near `t₀` the first derivative is the gradient applied to `v`
  have h1 : deriv (fun t : ℝ => e (p + t • v)) =ᶠ[𝓝 t₀] fun t => fderiv ℝ e (p + t • v) v := by
    filter_upwards [hev] with t ht
    exact (HasFDerivAt.comp_hasDerivAt (f := fun t : ℝ => p + t • v) t
      (ht.differentiableAt (by norm_num)).hasFDerivAt (hl t)).deriv
  have h2 : DifferentiableAt ℝ (fderiv ℝ e) (p + t₀ • v) :=
    (he.fderiv_right (m := 1) (le_of_eq one_add_one_eq_two)).differentiableAt (by norm_num)
  have h3 := (HasFDerivAt.comp_hasDerivAt (f := fun t : ℝ => p + t • v) t₀
    h2.hasFDerivAt (hl t₀)).clm_apply (hasDerivAt_const t₀ v)
  have h4 : HasDerivAt (fun t : ℝ => fderiv ℝ e (p + t • v) v) (hess e (p + t₀ • v) v v) t₀ := by
    refine h3.congr_deriv ?_
    simp [hess]
  rw [h1.deriv_eq, h4.deriv]

/-- When the spin densities vary as `(a + t x, b + t y)` and `e` is `C²` at the point `q`
reached at `t = t₀`, the second derivative in `t` at `t₀` is, with partial derivatives at `q`,
`x² e_aa + 2 x y e_ab + y² e_bb`. -/
theorem secondDeriv_direction (e : ℝ × ℝ → ℝ) (a b x y t₀ : ℝ) (q : ℝ × ℝ)
    (hq : q = (a + t₀ * x, b + t₀ * y)) (he : ContDiffAt ℝ 2 e q) :
    deriv (deriv fun t : ℝ => e (a + t * x, b + t * y)) t₀
      = x ^ 2 * eaa e q + 2 * x * y * eab e q + y ^ 2 * ebb e q := by
  -- equality of the mixed partial derivatives
  have hsym := (he.isSymmSndFDerivAt (by simp)).eq (0, 1) (1, 0)
  have hv : ((x, y) : ℝ × ℝ) = x • ((1, 0) : ℝ × ℝ) + y • ((0, 1) : ℝ × ℝ) := by simp
  have hexp : hess e q (x, y) (x, y)
      = x ^ 2 * eaa e q + 2 * x * y * eab e q + y ^ 2 * ebb e q := by
    unfold eaa eab ebb hess
    rw [hv]
    simp only [map_add, map_smul, add_apply,
      smul_apply, smul_eq_mul]
    rw [hsym]
    ring
  rw [← hexp]
  subst hq
  exact secondDeriv_line e (a, b) (x, y) t₀ he

/-- The second derivative of a sum of two `C²` functions is the sum of the second
derivatives. -/
theorem secondDeriv_add {f h : ℝ → ℝ} {x : ℝ} (hf : ContDiffAt ℝ 2 f x)
    (hh : ContDiffAt ℝ 2 h x) :
    deriv (deriv fun t => f t + h t) x = deriv (deriv f) x + deriv (deriv h) x := by
  have hd : ∀ f : ℝ → ℝ, ContDiffAt ℝ 2 f x → DifferentiableAt ℝ (deriv f) x := fun f hf =>
    ((hf.fderiv_right (m := 1) (le_of_eq one_add_one_eq_two)).differentiableAt
      (by norm_num)).clm_apply (differentiableAt_const (1 : ℝ))
  have h1 : deriv (fun t => f t + h t) =ᶠ[𝓝 x] fun t => deriv f t + deriv h t := by
    filter_upwards [hf.eventually (by simp), hh.eventually (by simp)] with t h1 h2
    exact ((h1.differentiableAt (by norm_num)).hasDerivAt.fun_add
      (h2.differentiableAt (by norm_num)).hasDerivAt).deriv
  rw [h1.deriv_eq]
  exact ((hd f hf).hasDerivAt.fun_add (hd h hh).hasDerivAt).deriv

/-- If `g` is `C²` at `y = r + t₀ c`, the second derivative of `t ↦ g(r + t c)` at `t₀` is
`c² g''(y)`. -/
theorem secondDeriv_scale (g : ℝ → ℝ) (r c t₀ y : ℝ) (hy : y = r + t₀ * c)
    (hg : ContDiffAt ℝ 2 g y) :
    deriv (deriv fun t : ℝ => g (r + t * c)) t₀ = c ^ 2 * deriv (deriv g) y := by
  have h1 : deriv (deriv g) y = hess g y 1 1 := by
    simpa using secondDeriv_line g 0 1 y (by simpa using hg)
  have key : ∀ B : ℝ →L[ℝ] ℝ →L[ℝ] ℝ, B (c • (1 : ℝ)) (c • (1 : ℝ)) = c ^ 2 * B 1 1 := by
    intro B
    rw [map_smul, map_smul, smul_apply]
    simp only [smul_eq_mul]
    ring
  have h2 : hess g y c c = c ^ 2 * hess g y 1 1 := by
    have h := key (fderiv ℝ (fderiv ℝ g) y)
    rw [smul_eq_mul, mul_one] at h
    exact h
  rw [h1, ← h2]
  subst hy
  exact secondDeriv_line g r c t₀ hg

/-- For `e` of class `C²` at `(n/2, n/2)`, with no spin symmetry assumed, the singlet and
triplet kernels are
`(e_aa + 2 e_ab + e_bb)/4` and `(e_aa - 2 e_ab + e_bb)/4` at `(n/2, n/2)`. -/
theorem kernels_general (e : ℝ × ℝ → ℝ) (n : ℝ) (he : ContDiffAt ℝ 2 e (n / 2, n / 2)) :
    singletKernel e n
      = (eaa e (n / 2, n / 2) + 2 * eab e (n / 2, n / 2) + ebb e (n / 2, n / 2)) / 4 ∧
    tripletKernel e n
      = (eaa e (n / 2, n / 2) - 2 * eab e (n / 2, n / 2) + ebb e (n / 2, n / 2)) / 4 := by
  constructor
  · have hf : (fun s : ℝ => e (s / 2, s / 2))
        = fun s => e (0 + s * (1 / 2), 0 + s * (1 / 2)) := by
      funext s; congr 2 <;> ring
    rw [singletKernel, hf,
      secondDeriv_direction e 0 0 (1 / 2) (1 / 2) n _ (by congr 1 <;> ring) he]
    ring
  · have hf : (fun m : ℝ => e ((n + m) / 2, (n - m) / 2))
        = fun m => e (n / 2 + m * (1 / 2), n / 2 + m * (-(1 / 2))) := by
      funext m; congr 2 <;> ring
    rw [tripletKernel, hf,
      secondDeriv_direction e (n / 2) (n / 2) (1 / 2) (-(1 / 2)) 0 _ (by congr 1 <;> ring) he]
    ring

/-- If `e` is `C²` at `(r, r)` and symmetric under exchange of the spins near that point,
then `e_bb = e_aa` at the point `(r, r)`. -/
theorem ebb_eq_eaa (e : ℝ × ℝ → ℝ) (r : ℝ) (he : ContDiffAt ℝ 2 e (r, r))
    (hs : ∀ᶠ q in 𝓝 (r, r), e q.swap = e q) : ebb e (r, r) = eaa e (r, r) := by
  have h1 := secondDeriv_direction e r r 1 0 0 (r, r) (by simp) he
  have h2 := secondDeriv_direction e r r 0 1 0 (r, r) (by simp) he
  have hc : Continuous fun t : ℝ => (r + t * 1, r + t * 0) := by fun_prop
  -- the two coordinate lines carry the same energy near the point
  have hev : (fun t : ℝ => e (r + t * 0, r + t * 1)) =ᶠ[𝓝 0]
      fun t : ℝ => e (r + t * 1, r + t * 0) :=
    (hc.tendsto' 0 (r, r) (by simp)).eventually hs
  have h := h2.symm.trans (hev.deriv.deriv_eq.trans h1)
  linarith

/-- For `e` of class `C²` and spin-symmetric near `(n/2, n/2)`, the singlet kernel is
`(e_aa + e_ab)/2` and the triplet kernel is `(e_aa - e_ab)/2`. -/
theorem kernels_symmetric (e : ℝ × ℝ → ℝ) (n : ℝ) (he : ContDiffAt ℝ 2 e (n / 2, n / 2))
    (hs : ∀ᶠ q in 𝓝 (n / 2, n / 2), e q.swap = e q) :
    singletKernel e n = (eaa e (n / 2, n / 2) + eab e (n / 2, n / 2)) / 2 ∧
    tripletKernel e n = (eaa e (n / 2, n / 2) - eab e (n / 2, n / 2)) / 2 := by
  obtain ⟨h1, h2⟩ := kernels_general e n he
  have h := ebb_eq_eaa e (n / 2) he hs
  constructor <;> linarith

/-- For `e` of class `C²` at `(n/2, n/2)`, the singlet and triplet kernels agree exactly when
`e_ab` vanishes at that point. -/
theorem kernels_eq_iff (e : ℝ × ℝ → ℝ) (n : ℝ) (he : ContDiffAt ℝ 2 e (n / 2, n / 2)) :
    singletKernel e n = tripletKernel e n ↔ eab e (n / 2, n / 2) = 0 := by
  obtain ⟨h1, h2⟩ := kernels_general e n he
  constructor <;> intro h <;> linarith

/-- For `e = g(a) + g(b)` with `g` of class `C²` at `n/2`, both kernels equal `g''(n/2)/2`. -/
theorem kernels_separable (g : ℝ → ℝ) (n : ℝ) (hg : ContDiffAt ℝ 2 g (n / 2)) :
    singletKernel (separable g) n = deriv (deriv g) (n / 2) / 2 ∧
    tripletKernel (separable g) n = deriv (deriv g) (n / 2) / 2 := by
  have hc : ∀ r c t : ℝ, n / 2 = r + t * c → ContDiffAt ℝ 2 (fun s => g (r + s * c)) t := by
    intro r c t h
    have hg' : ContDiffAt ℝ 2 g (r + t * c) := by rw [← h]; exact hg
    exact ContDiffAt.comp (f := fun s : ℝ => r + s * c) t hg' (by fun_prop)
  constructor
  · have hf : (fun s : ℝ => separable g (s / 2, s / 2))
        = fun s => g (0 + s * (1 / 2)) + g (0 + s * (1 / 2)) := by
      funext s; simp only [separable]; congr 2 <;> ring
    rw [singletKernel, hf]
    refine (secondDeriv_add (hc 0 (1 / 2) n (by ring)) (hc 0 (1 / 2) n (by ring))).trans ?_
    rw [secondDeriv_scale g 0 (1 / 2) n (n / 2) (by ring) hg]
    ring
  · have hf : (fun m : ℝ => separable g ((n + m) / 2, (n - m) / 2))
        = fun m => g (n / 2 + m * (1 / 2)) + g (n / 2 + m * (-(1 / 2))) := by
      funext m; simp only [separable]; congr 2 <;> ring
    rw [tripletKernel, hf]
    refine (secondDeriv_add (hc (n / 2) (1 / 2) 0 (by ring))
      (hc (n / 2) (-(1 / 2)) 0 (by ring))).trans ?_
    rw [secondDeriv_scale g (n / 2) (1 / 2) 0 (n / 2) (by ring) hg,
      secondDeriv_scale g (n / 2) (-(1 / 2)) 0 (n / 2) (by ring) hg]
    ring

/-- For `e` of class `C²` at `(n/2, n/2)`, adding `c (a - b)²` to `e` leaves the singlet
kernel unchanged and adds `2 c` to the
triplet kernel. -/
theorem kernels_addSpinPenalty (e : ℝ × ℝ → ℝ) (n c : ℝ)
    (he : ContDiffAt ℝ 2 e (n / 2, n / 2)) :
    singletKernel (addSpinPenalty e c) n = singletKernel e n ∧
    tripletKernel (addSpinPenalty e c) n = tripletKernel e n + 2 * c := by
  constructor
  · -- the added term vanishes on the unpolarised line
    have hf : (fun s : ℝ => addSpinPenalty e c (s / 2, s / 2))
        = fun s => e (s / 2, s / 2) := by
      funext s; simp [addSpinPenalty]
    rw [singletKernel, hf, singletKernel]
  · -- on the magnetisation line it equals `c m²`
    have hf : (fun m : ℝ => addSpinPenalty e c ((n + m) / 2, (n - m) / 2))
        = fun m => e ((n + m) / 2, (n - m) / 2) + c * m ^ 2 := by
      funext m; simp only [addSpinPenalty]; ring
    have he' : ContDiffAt ℝ 2 e ((n + 0) / 2, (n - 0) / 2) := by simpa using he
    have hφ : ContDiffAt ℝ 2 (fun m : ℝ => e ((n + m) / 2, (n - m) / 2)) 0 :=
      ContDiffAt.comp (f := fun m : ℝ => ((n + m) / 2, (n - m) / 2)) 0 he'
        (by fun_prop (disch := norm_num))
    have hq : ContDiffAt ℝ 2 (fun m : ℝ => c * m ^ 2) 0 := by fun_prop
    have hd : deriv (fun m : ℝ => c * m ^ 2) = fun m => 2 * c * m := by
      funext m
      exact ((hasDerivAt_pow 2 m).const_mul c).deriv.trans (by ring)
    have hdd : deriv (fun m : ℝ => 2 * c * m) 0 = 2 * c :=
      ((hasDerivAt_id' (0 : ℝ)).const_mul (2 * c)).deriv.trans (mul_one _)
    rw [tripletKernel, hf]
    refine (secondDeriv_add hφ hq).trans ?_
    rw [hd, hdd, tripletKernel]

end

end SpinKernels
```

```lean
#print axioms SpinKernels.kernels_symmetric
-- 'SpinKernels.kernels_symmetric' depends on axioms: [propext, Classical.choice, Quot.sound]
#print axioms SpinKernels.kernels_eq_iff
-- 'SpinKernels.kernels_eq_iff' depends on axioms: [propext, Classical.choice, Quot.sound]
#print axioms SpinKernels.kernels_separable
-- 'SpinKernels.kernels_separable' depends on axioms: [propext, Classical.choice, Quot.sound]
#print axioms SpinKernels.kernels_addSpinPenalty
-- 'SpinKernels.kernels_addSpinPenalty' depends on axioms: [propext, Classical.choice, Quot.sound]
```

## Notes on the proof

`secondDeriv_line` is the double chain rule, proved in any real normed space: along $p+tv$ the second derivative at $t_0$ is the Hessian on $(v,v)$. The line has velocity $v$ (`hl`), and by its continuity (`hc`) the function $e$ is $C^2$ at $p+tv$ for all $t$ near $t_0$ (`hev`). This lets `h1` identify $\varphi'(t)$ with the gradient applied to $v$ on a whole neighbourhood of $t_0$, which is what a second differentiation requires. `h2` makes the gradient differentiable at the point, `h3` and `h4` differentiate it along the line with $v$ held constant, and `h1.deriv_eq` transfers the value to $\varphi''(t_0)$.

`secondDeriv_direction` specialises this to the plane. `hv` writes $(x,y)=x(1,0)+y(0,1)$, `map_add` and `map_smul` expand the bilinear form into four terms, and `hsym`, obtained from `isSymmSndFDerivAt`, is $e_{ba}=e_{ab}$.

`kernels_general` rewrites each restricted function as a line (`hf`) with the base points, directions and values of $t_0$ listed in the derivation, applies `secondDeriv_direction`, and collects the coefficients with `ring`. `ebb_eq_eaa` applies the same lemma to the directions $(1,0)$ and $(0,1)$ at $(r,r)$. There `hev` pulls the symmetry hypothesis back along $t\mapsto(r+t,r)$, giving $e(r,r+t)=e(r+t,r)$ near $t=0$, and `hev.deriv.deriv_eq` passes from equal functions to equal second derivatives. `kernels_symmetric` then follows by `linarith` from `kernels_general` and `ebb_eq_eaa`, and `kernels_eq_iff` from `kernels_general` alone.

The last two theorems work with one-variable functions. `secondDeriv_add` is additivity of second derivatives for $C^2$ functions, again through a first-derivative identity valid near the point. `secondDeriv_scale` says that composing $g$ with a line of slope `c` multiplies $g''$ by the square of the slope; this `c` is unrelated to the coefficient of $(a-b)^2$. It uses `secondDeriv_line` on $\mathbb R$ twice, once with slope $1$ to identify $g''$ with the Hessian on $(1,1)$ and once with the given slope, and `key` pulls the slope out of both arguments.

`kernels_separable` splits each restricted function into two terms, uses `hc` to see that each is $C^2$, and applies the two lemmas with slopes $\tfrac12,\tfrac12$ for the singlet and $\tfrac12,-\tfrac12$ for the triplet. It goes directly to $g''(n/2)/2$ without computing `eaa` or `eab` of `separable g`. In `kernels_addSpinPenalty` the singlet half is an equality of functions of $s$ and uses no smoothness. The triplet half writes the restricted function as the old one plus $c\,m^2$, splits it by `secondDeriv_add` with `hφ` and `hq`, and differentiates $c\,m^2$ to $2cm$ in `hd` and to $2c$ in `hdd`.
